# Piecewise C¹ waves in one dimension: the Hermiticity defect of the momentum matrix is a surface term

The momentum matrix between Bloch waves of a crystal with the same wave vector should be Hermitian. In the linearized augmented-plane-wave (LAPW) method each wave is assembled from different functions inside and outside the muffin-tin spheres, and the integral is taken region by region. If the parts do not match at a sphere surface, Hermiticity can fail.

In one dimension, let a cell be cut by nodes x₀ < x₁ < … < xₙ into n regions [xₖ, xₖ₊₁], with k = 0, …, n−1. A wave f is a list of functions fₖ, one for each region, each C¹ up to both ends. At an interface it therefore has two one-sided values, which may differ. With ħ = 1, the momentum element is

P(f,g) = Σₖ ∫ conj(fₖ) (−i gₖ′) dx,

where each integral runs over region k and the derivative is taken within that region. Here k numbers regions and is not a wave vector. Write Bₖ(y) = conj(fₖ(y)) gₖ(y), and define the surface residue

S(f,g) = −i Σₖ [Bₖ(xₖ₊₁) − Bₖ(xₖ)].

## From the product rule to the interface jumps

On one region [a, b], conjugation gives

conj(P(g,f)) = conj(∫ conj(g) (−i f′) dx) = ∫ i conj(f′) g dx.

Subtracting this from P(f,g) leaves a total derivative:

P(f,g) − conj(P(g,f)) = −i ∫ [conj(f) g′ + conj(f′) g] dx
= −i [conj(f(b)) g(b) − conj(f(a)) g(a)].

Summing over the regions gives

P(f,g) − conj(P(g,f)) = S(f,g).

Now take n+1 regions, so that there are n inner interfaces x₁, …, xₙ. Grouping the end values by node instead of by region gives

Σₖ₌₀ⁿ [Bₖ(xₖ₊₁) − Bₖ(xₖ)] = Bₙ(xₙ₊₁) − B₀(x₀) − Σₖ₌₀ⁿ⁻¹ [Bₖ₊₁(xₖ₊₁) − Bₖ(xₖ₊₁)].

Suppose both waves satisfy the same Bloch condition, fₙ(xₙ₊₁) = u f₀(x₀) and gₙ(xₙ₊₁) = u g₀(x₀), with |u| = 1. The letter u is the phase across the cell, not a radial function; u = 1 is the periodic case. Then Bₙ(xₙ₊₁) = conj(u) u B₀(x₀) = B₀(x₀), the outer terms cancel, and

S(f,g) = i Σₖ₌₀ⁿ⁻¹ [Bₖ₊₁(xₖ₊₁) − Bₖ(xₖ₊₁)].

If both waves are also continuous at the inner interfaces, every jump is zero and P(f,g) = conj(P(g,f)). Their derivatives may still jump there.

Without continuity or a Bloch condition, the defect formula gives conj(P(g,f)) = P(f,g) − S(f,g), so the symmetrized element is

(P(f,g) + conj(P(g,f)))/2 = P(f,g) − S(f,g)/2.

## Regions, residue and symmetrization in Lean

```lean
import Mathlib

open MeasureTheory Set
open Complex (I)
open scoped ComplexConjugate

namespace PiecewiseMomentum

noncomputable section
```

The element for one region uses `derivWithin g (Icc a b)`, the derivative that sees only the values of g on [a, b]. A jump at an end therefore contributes nothing to the integral.

```lean
/-- Momentum matrix element `∫ conj f (-i g')` over the single region `[a, b]`, for `a < b`,
with the derivative taken within the region. -/
def pieceMomentum (a b : ℝ) (f g : ℝ → ℂ) : ℂ :=
  ∫ x in a..b, conj (f x) * (-I * derivWithin g (Icc a b) x)
```

In the cell element, `x k` is the node xₖ, and `f k` is the function for region k. Neighbouring functions are independent, so `f k (x (k + 1))` and `f (k + 1) (x (k + 1))` are the left and right values at one interface.

```lean
/-- Momentum matrix element of a cell with `n` regions `[x k, x (k+1)]`; the waves are given
by one function `f k`, `g k` for each region. -/
def cellMomentum (n : ℕ) (x : ℕ → ℝ) (f g : ℕ → ℝ → ℂ) : ℂ :=
  ∑ k ∈ Finset.range n, pieceMomentum (x k) (x (k + 1)) (f k) (g k)
```

The residue S and the symmetrized element are written as above.

```lean
/-- Surface residue: `-i` times the sum over regions of `conj f g` at the right end minus
`conj f g` at the left end. -/
def surfaceResidue (n : ℕ) (x : ℕ → ℝ) (f g : ℕ → ℝ → ℂ) : ℂ :=
  -I * ∑ k ∈ Finset.range n,
    (conj (f k (x (k + 1))) * g k (x (k + 1)) - conj (f k (x k)) * g k (x k))

/-- Symmetrized momentum matrix element: the mean of `P(f,g)` and `conj P(g,f)`. -/
def symmetrizedMomentum (n : ℕ) (x : ℕ → ℝ) (f g : ℕ → ℝ → ℂ) : ℂ :=
  (cellMomentum n x f g + conj (cellMomentum n x g f)) / 2
```

## The defect on one region and on the cell

`ContDiffOn ℝ 1 f (Icc a b)` states that f is C¹ on the closed region. In the proof, `der` turns the derivative within the region into an ordinary derivative at interior points, and `hder` is the product rule. The fundamental theorem of calculus, applied in `key`, needs continuity on the closed interval but the derivative only inside it. The step `hc` takes the conjugate under the integral, and `i1` and `i2` supply the integrability needed to merge the two integrals. The final `calc` follows the calculation by hand.

```lean
/-- For C¹ waves on one region, the Hermiticity defect of the momentum matrix element is
`-i` times the difference of `conj f g` between the two ends. -/
theorem piece_defect {a b : ℝ} (hab : a < b) {f g : ℝ → ℂ}
    (hf : ContDiffOn ℝ 1 f (Icc a b)) (hg : ContDiffOn ℝ 1 g (Icc a b)) :
    pieceMomentum a b f g - conj (pieceMomentum a b g f) =
      -I * (conj (f b) * g b - conj (f a) * g a) := by
  have conjC : ∀ {F : ℝ → ℂ}, ContinuousOn F (Icc a b) →
      ContinuousOn (fun x => conj (F x)) (Icc a b) :=
    fun h => Complex.continuous_conj.comp_continuousOn h
  have cf := hf.continuousOn
  have cg := hg.continuousOn
  have cf' := hf.continuousOn_derivWithin (uniqueDiffOn_Icc hab) (by simp)
  have cg' := hg.continuousOn_derivWithin (uniqueDiffOn_Icc hab) (by simp)
  have der : ∀ {F : ℝ → ℂ}, ContDiffOn ℝ 1 F (Icc a b) → ∀ x ∈ Ioo a b,
      HasDerivAt F (derivWithin F (Icc a b) x) x := fun h x hx =>
    ((h.differentiableOn (by simp)) x (Ioo_subset_Icc_self hx)).hasDerivWithinAt.hasDerivAt
      (Icc_mem_nhds hx.1 hx.2)
  -- the product rule for `-i conj f g` in the interior
  have hder : ∀ x ∈ Ioo a b, HasDerivAt (fun y => -I * (conj (f y) * g y))
      (-I * (conj (derivWithin f (Icc a b) x) * g x
        + conj (f x) * derivWithin g (Icc a b) x)) x := by
    intro x hx
    have h1 : HasDerivAt (fun y => conj (f y)) (conj (derivWithin f (Icc a b) x)) x :=
      (der hf x hx).star
    exact (h1.fun_mul (der hg x hx)).const_mul (-I)
  have hcont : ContinuousOn (fun y => -I * (conj (f y) * g y)) (Icc a b) :=
    continuousOn_const.mul ((conjC cf).mul cg)
  have hint : IntervalIntegrable (fun x => -I * (conj (derivWithin f (Icc a b) x) * g x
      + conj (f x) * derivWithin g (Icc a b) x)) volume a b :=
    ContinuousOn.intervalIntegrable_of_Icc hab.le
      (continuousOn_const.mul (((conjC cf').mul cg).add ((conjC cf).mul cg')))
  have key := intervalIntegral.integral_eq_sub_of_hasDerivAt_of_le hab.le hcont hder hint
  have hc : ∀ F : ℝ → ℂ, conj (∫ x in a..b, F x) = ∫ x in a..b, conj (F x) := by
    intro F
    simp only [intervalIntegral.integral_of_le hab.le]
    exact integral_conj.symm
  have i1 : IntervalIntegrable
      (fun x => conj (f x) * (-I * derivWithin g (Icc a b) x)) volume a b :=
    ContinuousOn.intervalIntegrable_of_Icc hab.le
      ((conjC cf).mul (continuousOn_const.mul cg'))
  have i2 : IntervalIntegrable
      (fun x => conj (conj (g x) * (-I * derivWithin f (Icc a b) x))) volume a b :=
    ContinuousOn.intervalIntegrable_of_Icc hab.le
      (conjC ((conjC cg).mul (continuousOn_const.mul cf')))
  -- the two integrands combine to a total derivative
  calc pieceMomentum a b f g - conj (pieceMomentum a b g f)
      = ∫ x in a..b, -I * (conj (derivWithin f (Icc a b) x) * g x
          + conj (f x) * derivWithin g (Icc a b) x) := by
        unfold pieceMomentum
        rw [hc, ← intervalIntegral.integral_sub i1 i2]
        apply intervalIntegral.integral_congr
        intro x _
        simp only [map_mul, map_neg, Complex.conj_I, Complex.conj_conj]
        ring
    _ = -I * (conj (f b) * g b) - -I * (conj (f a) * g a) := key
    _ = _ := by ring
```

The cell version applies this result to each region and adds.

```lean
/-- For waves that are C¹ on each region separately, `P(f,g) - conj P(g,f)` is the surface
residue. -/
theorem cell_defect {n : ℕ} {x : ℕ → ℝ} {f g : ℕ → ℝ → ℂ}
    (hx : ∀ k < n, x k < x (k + 1))
    (hf : ∀ k < n, ContDiffOn ℝ 1 (f k) (Icc (x k) (x (k + 1))))
    (hg : ∀ k < n, ContDiffOn ℝ 1 (g k) (Icc (x k) (x (k + 1)))) :
    cellMomentum n x f g - conj (cellMomentum n x g f) = surfaceResidue n x f g := by
  unfold cellMomentum surfaceResidue
  rw [map_sum, ← Finset.sum_sub_distrib, Finset.mul_sum]
  apply Finset.sum_congr rfl
  intro k hk
  have hk' := Finset.mem_range.mp hk
  exact piece_defect (hx k hk') (hf k hk') (hg k hk')
```

## Bloch phases and interface jumps

The next theorem is pure algebra on end values, and needs neither smoothness nor ordered nodes. It concerns `n + 1` regions; for `n = 0` there is no inner interface and the residue is zero. The regrouping by node is `tel`, proved by induction on the number of regions, and `hb` cancels the phases at the outer ends.

```lean
/-- If both waves gain the same phase `u`, `|u| = 1`, across the cell, the surface residue is
`i` times the sum of the jumps (right value minus left value) of `conj f g` at the inner
interfaces. -/
theorem residue_eq_jumps (n : ℕ) (x : ℕ → ℝ) (f g : ℕ → ℝ → ℂ) {u : ℂ} (hu : ‖u‖ = 1)
    (bf : f n (x (n + 1)) = u * f 0 (x 0)) (bg : g n (x (n + 1)) = u * g 0 (x 0)) :
    surfaceResidue (n + 1) x f g = I * ∑ k ∈ Finset.range n,
      (conj (f (k + 1) (x (k + 1))) * g (k + 1) (x (k + 1))
        - conj (f k (x (k + 1))) * g k (x (k + 1))) := by
  -- regroup the end values by interface
  have tel : ∀ (B : ℕ → ℝ → ℂ) (m : ℕ),
      ∑ k ∈ Finset.range (m + 1), (B k (x (k + 1)) - B k (x k)) =
        B m (x (m + 1)) - B 0 (x 0)
          - ∑ k ∈ Finset.range m, (B (k + 1) (x (k + 1)) - B k (x (k + 1))) := by
    intro B m
    induction m with
    | zero => simp
    | succ m ih =>
      rw [Finset.sum_range_succ, ih, Finset.sum_range_succ]
      ring
  have hu' : conj u * u = 1 := by
    rw [← Complex.normSq_eq_conj_mul_self, Complex.normSq_eq_norm_sq, hu]
    simp
  -- the phases cancel between the outer ends
  have hb : conj (f n (x (n + 1))) * g n (x (n + 1)) = conj (f 0 (x 0)) * g 0 (x 0) := by
    rw [bf, bg, map_mul]
    linear_combination (conj (f 0 (x 0)) * g 0 (x 0)) * hu'
  have t := tel (fun k y => conj (f k y) * g k y) n
  beta_reduce at t
  unfold surfaceResidue
  rw [t, hb]
  ring
```

Hermiticity follows by combining the defect with the jump formula: `cf` and `cg` state continuity at the inner interfaces and make each summand zero.

```lean
/-- The momentum matrix is Hermitian between waves that are C¹ on each region, continuous at
the inner interfaces, and gain the same phase `u`, `|u| = 1`, across the cell. -/
theorem cellMomentum_hermitian {n : ℕ} {x : ℕ → ℝ} {f g : ℕ → ℝ → ℂ} {u : ℂ}
    (hx : ∀ k < n + 1, x k < x (k + 1))
    (hf : ∀ k < n + 1, ContDiffOn ℝ 1 (f k) (Icc (x k) (x (k + 1))))
    (hg : ∀ k < n + 1, ContDiffOn ℝ 1 (g k) (Icc (x k) (x (k + 1))))
    (cf : ∀ k < n, f k (x (k + 1)) = f (k + 1) (x (k + 1)))
    (cg : ∀ k < n, g k (x (k + 1)) = g (k + 1) (x (k + 1))) (hu : ‖u‖ = 1)
    (bf : f n (x (n + 1)) = u * f 0 (x 0)) (bg : g n (x (n + 1)) = u * g 0 (x 0)) :
    cellMomentum (n + 1) x f g = conj (cellMomentum (n + 1) x g f) := by
  apply sub_eq_zero.mp
  rw [cell_defect hx hf hg, residue_eq_jumps n x f g hu bf bg, Finset.sum_eq_zero, mul_zero]
  intro k hk
  have hk' := Finset.mem_range.mp hk
  rw [cf k hk', cg k hk', sub_self]
```

The symmetrization formula is the cell defect, rearranged.

```lean
/-- For waves that are C¹ on each region, symmetrization subtracts half the surface residue
from the momentum matrix element. -/
theorem symmetrized_eq_sub_half_residue {n : ℕ} {x : ℕ → ℝ} {f g : ℕ → ℝ → ℂ}
    (hx : ∀ k < n, x k < x (k + 1))
    (hf : ∀ k < n, ContDiffOn ℝ 1 (f k) (Icc (x k) (x (k + 1))))
    (hg : ∀ k < n, ContDiffOn ℝ 1 (g k) (Icc (x k) (x (k + 1)))) :
    symmetrizedMomentum n x f g = cellMomentum n x f g - surfaceResidue n x f g / 2 := by
  rw [← cell_defect hx hf hg, symmetrizedMomentum]
  ring
```

For the muffin-tin cell with regions [0, R] and [R, L], each wave is a single function on the real line. It has only one value at R, so continuity there is built into the hypotheses. Periodicity enters only as equal values at 0 and L, which is the case u = 1; other Bloch phases are covered by `cellMomentum_hermitian`. The proof adds the two regional defects.

```lean
/-- Muffin-tin case: for functions with equal values at `0` and `L` that are C¹ on `[0, R]`
and on `[R, L]`, the sum of the two regional momentum elements is Hermitian. -/
theorem muffinTin_hermitian {R L : ℝ} (hR : 0 < R) (hL : R < L) {f g : ℝ → ℂ}
    (hf₁ : ContDiffOn ℝ 1 f (Icc 0 R)) (hf₂ : ContDiffOn ℝ 1 f (Icc R L))
    (hg₁ : ContDiffOn ℝ 1 g (Icc 0 R)) (hg₂ : ContDiffOn ℝ 1 g (Icc R L))
    (pf : f L = f 0) (pg : g L = g 0) :
    pieceMomentum 0 R f g + pieceMomentum R L f g =
      conj (pieceMomentum 0 R g f + pieceMomentum R L g f) := by
  have h1 := piece_defect hR hf₁ hg₁
  have h2 := piece_defect hL hf₂ hg₂
  rw [pf, pg] at h2
  rw [map_add]
  linear_combination h1 + h2
```

For optical matrix elements in LAPW calculations, this one-dimensional result indicates what to look for when Hermiticity fails: mismatched wave values at the sphere boundary, such as those left by a finite angular-momentum cutoff. The step to a real crystal replaces end values by surface integrals over spheres in three dimensions, which these hypotheses do not include.

## A periodic wave with a jump

Take f = 1 on [0, 1] and f = x − 1 on [1, 2]. The values at 0 and 2 are both 1, but at x = 1 the wave jumps from 1 to 0. Because of the jump it has no finite kinetic energy and cannot be an exact eigenstate in a bounded potential; it stands for a mismatch left by an approximation. Directly,

P(f,f) = ∫₀¹ 0 dx + ∫₁² (x − 1)(−i) dx = −i/2,

whereas a Hermitian matrix has real diagonal elements. Smoothness on each region and equal end values are thus not enough for Hermiticity. Since ∫|f|² dx = 1 + 1/3 = 4/3, the normalised wave has diagonal element −3i/8.

```lean
/-- A wave equal to `1` on the first region and to `x - 1` on every later one. -/
def rampWave : ℕ → ℝ → ℂ
  | 0, _ => 1
  | _ + 1, x => (x : ℂ) - 1
```

The theorem states the equal end values, the jump and the imaginary part −1/2 for the unnormalised wave. Its proof does not evaluate the integral: it finds the residue to be −i, and the defect formula then gives 2 Im P(f,f) = −1.

```lean
/-- On the regions `[0, 1]` and `[1, 2]` the ramp wave has equal values at the cell ends and
different one-sided values at `1`, and its diagonal momentum element has imaginary part
`-1/2`. -/
theorem rampWave_not_hermitian :
    rampWave 1 2 = rampWave 0 0 ∧ rampWave 0 1 ≠ rampWave 1 1 ∧
      (cellMomentum 2 (fun k => (k : ℝ)) rampWave rampWave).im = -1 / 2 := by
  refine ⟨by norm_num [rampWave], by norm_num [rampWave], ?_⟩
  have smooth : ∀ k, ContDiff ℝ 1 (rampWave k) := by
    intro k
    cases k with
    | zero =>
      show ContDiff ℝ 1 (fun _ : ℝ => (1 : ℂ))
      exact contDiff_const
    | succ k =>
      show ContDiff ℝ 1 (fun x : ℝ => (x : ℂ) - 1)
      exact Complex.ofRealCLM.contDiff.sub contDiff_const
  have h := cell_defect (n := 2) (x := fun k => (k : ℝ)) (f := rampWave) (g := rampWave)
    (fun k _ => by push_cast; linarith)
    (fun k _ => (smooth k).contDiffOn) (fun k _ => (smooth k).contDiffOn)
  have hr : surfaceResidue 2 (fun k => (k : ℝ)) rampWave rampWave = -I := by
    norm_num [surfaceResidue, Finset.sum_range_succ, rampWave]
  rw [hr] at h
  have him := congrArg Complex.im h
  simp only [Complex.sub_im, Complex.conj_im, Complex.neg_im, Complex.I_im] at him
  linarith

end

end PiecewiseMomentum
```

```lean
#print axioms PiecewiseMomentum.piece_defect
#print axioms PiecewiseMomentum.cellMomentum_hermitian
#print axioms PiecewiseMomentum.muffinTin_hermitian
#print axioms PiecewiseMomentum.rampWave_not_hermitian
```

```
'PiecewiseMomentum.piece_defect' depends on axioms: [propext, Classical.choice, Quot.sound]
'PiecewiseMomentum.cellMomentum_hermitian' depends on axioms: [propext, Classical.choice, Quot.sound]
'PiecewiseMomentum.muffinTin_hermitian' depends on axioms: [propext, Classical.choice, Quot.sound]
'PiecewiseMomentum.rampWave_not_hermitian' depends on axioms: [propext, Classical.choice, Quot.sound]
```
